# The entries of the drift term AX + XA′ᵀ for two damped harmonic modes

A damped harmonic mode of unit mass, with frequency ω and friction γ, has the linear drift −Ax in its position and momentum, where A has rows (0, −1) and (ω², γ). For two such modes, with matrices A and A′, the drift side of the stationarity balance for their covariance block X is AX + XA′ᵀ, and `drift_entries` writes out its four entries. It is a purely algebraic identity: X is any real 2 × 2 matrix, the frequencies and frictions are any real numbers, and neither stationarity nor a noise term is assumed. The attempt checks the identity entry by entry, using `simp` to expand the matrix products and `ring` to compare the results.

This version doesn't compile in Lean 4 with Mathlib:

```lean
import Mathlib

open Matrix

namespace RingPolymerLangevin

noncomputable section

/-- The matrix `A` in the drift `-A x` of a damped harmonic ring mode of unit mass, where `x` is
(position, momentum). -/
def drift (ω γ : ℝ) : Matrix (Fin 2) (Fin 2) ℝ := !![0, -1; ω ^ 2, γ]

/-- The drift side of the stationarity balance for the covariance block between two modes, written
out entry by entry. -/
theorem drift_entries (ω γ ω' γ' : ℝ) (X : Matrix (Fin 2) (Fin 2) ℝ) :
    drift ω γ * X + X * (drift ω' γ')ᵀ =
      !![-X 1 0 - X 0 1, -X 1 1 + ω' ^ 2 * X 0 0 + γ' * X 0 1;
         ω ^ 2 * X 0 0 + γ * X 1 0 - X 1 1,
         ω ^ 2 * X 0 1 + γ * X 1 1 + ω' ^ 2 * X 1 0 + γ' * X 1 1] := by
  ext i j
  fin_cases i <;> fin_cases j <;>
    simp [drift, Matrix.mul_apply, Fin.sum_univ_two] <;> ring

end

end RingPolymerLangevin
```

The compiler's answer:

```
Try this:
  [apply] ring_nf
  
  The `ring` tactic failed to close the goal. Use `ring_nf` to obtain a normal form.
    
  Note that `ring` works primarily in *commutative* rings. If you have a noncommutative ring, abelian group or module, consider using `noncomm_ring`, `abel` or `module` instead.
Try this:
  [apply] ring_nf
  
  The `ring` tactic failed to close the goal. Use `ring_nf` to obtain a normal form.
    
  Note that `ring` works primarily in *commutative* rings. If you have a noncommutative ring, abelian group or module, consider using `noncomm_ring`, `abel` or `module` instead.
Try this:
  [apply] ring_nf
  
  The `ring` tactic failed to close the goal. Use `ring_nf` to obtain a normal form.
    
  Note that `ring` works primarily in *commutative* rings. If you have a noncommutative ring, abelian group or module, consider using `noncomm_ring`, `abel` or `module` instead.
Try this:
  [apply] ring_nf
  
  The `ring` tactic failed to close the goal. Use `ring_nf` to obtain a normal form.
    
  Note that `ring` works primarily in *commutative* rings. If you have a noncommutative ring, abelian group or module, consider using `noncomm_ring`, `abel` or `module` instead.
Main.lean:19:69: error: unsolved goals
case «0».«0»
ω γ ω' γ' : ℝ
X : Matrix (Fin 2) (Fin 2) ℝ
⊢ (![0, -1] ᵥ* X) 0 - X 0 1 = -X 0 1 - X 1 0

case «0».«1»
ω γ ω' γ' : ℝ
X : Matrix (Fin 2) (Fin 2) ℝ
⊢ (![0, -1] ᵥ* X) 1 + X 0 0 * ω' ^ 2 + X 0 1 * γ' = X 0 0 * ω' ^ 2 + X 0 1 * γ' - X 1 1

case «1».«0»
ω γ ω' γ' : ℝ
X : Matrix (Fin 2) (Fin 2) ℝ
⊢ (![ω ^ 2, γ] ᵥ* X) 0 - X 1 1 = ω ^ 2 * X 0 0 - X 1 1 + γ * X 1 0

case «1».«1»
ω γ ω' γ' : ℝ
X : Matrix (Fin 2) (Fin 2) ℝ
⊢ (![ω ^ 2, γ] ᵥ* X) 1 + X 1 0 * ω' ^ 2 + X 1 1 * γ' = ω ^ 2 * X 0 1 + X 1 0 * ω' ^ 2 + X 1 1 * γ' + X 1 1 * γ
```

In all four cases `ring` fails to close the goal, and the error lists what is left. Each goal still contains an unexpanded vector–matrix product, such as `(![0, -1] ᵥ* X) 0`, which `ring` can only treat as an opaque quantity. The entries are real, so the message's hint about noncommutative rings does not apply.

The product comes from unfolding `drift` in the same `simp` call that should expand the multiplication. Once the left factor of `drift ω γ * X` is an explicit matrix, `simp` rewrites the product row by row with `ᵥ*`, before `Matrix.mul_apply` can turn its entry into a sum. The other product, whose left factor is the variable `X`, does get expanded.

The repair first runs `simp only` without `drift` in its list, so both products become sums of entries while the drift matrices are still folded. After the case split, `simp [drift]` only has to insert those entries, and `ring` can finish any arithmetic that remains. The added comment merely explains this order.

The mended proof, as a diff:

```diff
@@ -19,6 +19,7 @@
          ω ^ 2 * X 0 1 + γ * X 1 1 + ω' ^ 2 * X 1 0 + γ' * X 1 1] := by
   ext i j
-  fin_cases i <;> fin_cases j <;>
-    simp [drift, Matrix.mul_apply, Fin.sum_univ_two] <;> ring
+  -- expand the products before inserting the entries of the drift matrices
+  simp only [Matrix.add_apply, Matrix.mul_apply, Fin.sum_univ_two, Matrix.transpose_apply]
+  fin_cases i <;> fin_cases j <;> simp [drift] <;> ring
 
 end
```
